# Virial theorem for the potential c xᵏ on a line: 2⟨T⟩ = k⟨V⟩ for rapidly decaying eigenstates

A program that diagonalises a Hamiltonian in a finite basis can report a kinetic and a potential energy that add up exactly to the eigenvalue and are both wrong. The sum comes out right for any eigenvector of the matrix, however poor the basis, because the matrix is itself the sum of a kinetic and a potential part. If the sum is the only check, an error in how the energy is divided goes unseen. For a power-law potential the virial theorem fixes the division.

## How the energy divides

A particle of mass m > 0 moves on a line in the potential c xᵏ, where c is a real constant and k = 0, 1, 2, … is the power. Write x for position and p for momentum, in units with ħ = 1, and let

T = p²/(2m),  V = c xᵏ,  H = T + V.

Let these operators act on the Schwartz functions, which are smooth and decay rapidly with all their derivatives. The restriction matters: for c < 0 and k = 4 there are square-integrable solutions of Hψ = Eψ that decay only like 1/|x|, and for them ⟨V⟩ diverges. Let ψ be a normalised eigenstate among the Schwartz functions, Hψ = Eψ, and let ⟨A⟩ = ⟨ψ, Aψ⟩ be the mean of an operator A. Then

2⟨T⟩ = k⟨V⟩,

(k + 2)⟨V⟩ = 2E,

kE > 0.

Hence ⟨V⟩ = 2E/(k + 2) and ⟨T⟩ = kE/(k + 2). In a harmonic potential each part is E/2; in a quartic one the kinetic part is 2E/3 and the potential part E/3. For k = 0 the third relation would read 0 > 0, so a constant potential has no such eigenstate. Nor is there one for odd k or for c ≤ 0, although the Lean file does not prove this. For odd k and c ≠ 0 the mean force −ck⟨xᵏ⁻¹⟩ would have to vanish in an eigenstate, but xᵏ⁻¹ has a positive mean. For c = 0, and for c < 0 with even k, ⟨V⟩ cannot be positive, as the relations demand for k ≥ 1. The relations therefore have content for the confining potentials, those with c > 0 and even k ≥ 2.

The virial theorem of the textbooks treats many particles and general potentials through the mean of r·∇V. The result here concerns one degree of freedom and natural powers, so the Coulomb potential lies outside it.

## Checking a bound-state solver

For a single particle in a potential c xᵏ, a grid or basis-set solver can compute ⟨T⟩ and ⟨V⟩ separately and monitor the defect

d = 2⟨T⟩ − k⟨V⟩.

If the stored vector v is not normalised, both means must be divided by ⟨v, v⟩ before they are compared with E.

At finite resolution d need not vanish. The derivation uses xp − px = i, which no pair of N × N matrices with N ≥ 1 satisfies: the trace of the left side is zero and that of the right side is iN. If the computed means converge to those of the exact state, d tends to zero.

A small d is necessary for accurate values of ⟨T⟩ and ⟨V⟩, but it does not show that they are accurate or that the state is an eigenstate. A trial function whose length scale has been optimised satisfies 2⟨T⟩ = k⟨V⟩ even when it is not an eigenstate: replacing the trial function φ(x) by √s φ(sx), with s > 0, turns the energy into s²⟨T⟩ + s⁻ᵏ⟨V⟩, and this is stationary at s = 1 exactly when d = 0. Nor does d reveal a wrong mass or coupling that enters both the Hamiltonian and the means, since the relation holds for every m > 0 and every c. These comments on solvers are ordinary reasoning; the Lean theorems speak of exact eigenvectors.

## Derivation from the commutator with xp

Write [A, B] = AB − BA, so that [x, p] = i.

**Position powers.** The first identity is

x[xᵏ, p] = i k xᵏ.

For k = 0 both sides vanish. If it holds for n, the product rule

[xⁿ⁺¹, p] = xⁿ[x, p] + [xⁿ, p]x

gives, after multiplication by x from the left,

x[xⁿ⁺¹, p] = i xⁿ⁺¹ + i n xⁿ x = i(n + 1) xⁿ⁺¹.

The factor x in front avoids the exponent k − 1, which would need separate treatment at k = 0.

**Momentum squared.** Since p² commutes with p, and [p, x] = −i,

[p², xp] = [p², x]p = (p[p, x] + [p, x]p)p = −2i p².

**The Hamiltonian.** Dividing the last line by 2m gives [T, xp] = −2iT. For the potential,

[V, xp] = c(xᵏxp − xpxᵏ) = c x[xᵏ, p] = i k V.

Together,

[H, xp] = i(kV − 2T).

**The mean of the commutator.** H is symmetric, meaning ⟨Hu, v⟩ = ⟨u, Hv⟩, and E is real. For any operator G that maps Schwartz functions to Schwartz functions,

⟨[H, G]⟩ = ⟨Hψ, Gψ⟩ − ⟨ψ, GHψ⟩ = E⟨G⟩ − E⟨G⟩ = 0.

With G = xp this reads i(k⟨V⟩ − 2⟨T⟩) = 0, which is the first relation.

**The energy.** Taking the mean of H gives ⟨T⟩ + ⟨V⟩ = E. Therefore

2E = 2⟨T⟩ + 2⟨V⟩ = (k + 2)⟨V⟩.

**The sign.** Because p is symmetric,

⟨T⟩ = ⟨ψ, p²ψ⟩/(2m) = ‖pψ‖²/(2m).

If pψ were zero, then ⟨ψ, (xp − px)ψ⟩ = −⟨pψ, xψ⟩ = 0, whereas the commutation relation makes the same quantity equal to i. So ⟨T⟩ > 0, and

kE = k⟨T⟩ + k⟨V⟩ = (k + 2)⟨T⟩ > 0.

## The Lean source

```lean
import Mathlib

open Complex

namespace AlgebraicVirial

noncomputable section

/- The space `D` is a common invariant domain of position and momentum, for instance the
Schwartz functions with `x` multiplication and `p = -i d/dx`. That representation is not
constructed in this file. -/
variable {D : Type*} [NormedAddCommGroup D] [InnerProductSpace ℂ D]

/-- The expectation value `⟨ψ, A ψ⟩` of an operator `A` in a unit vector `ψ`. -/
def expect (A : Module.End ℂ D) (ψ : D) : ℂ := inner ℂ ψ (A ψ)

/-- The kinetic energy `p² / (2m)` of a particle of mass `m ≠ 0`. -/
def kinetic (m : ℝ) (p : Module.End ℂ D) : Module.End ℂ D :=
  ((1 / (2 * m) : ℝ) : ℂ) • p ^ 2

/-- The power-law potential energy `c xᵏ`. -/
def potential (c : ℝ) (k : ℕ) (x : Module.End ℂ D) : Module.End ℂ D :=
  (c : ℂ) • x ^ k

/-- The Hamiltonian `p² / (2m) + c xᵏ`, for mass `m ≠ 0`. -/
def hamiltonian (m c : ℝ) (k : ℕ) (x p : Module.End ℂ D) : Module.End ℂ D :=
  kinetic m p + potential c k x

/-- If `[x, p] = i`, then `x [xᵏ, p] = i k xᵏ`. -/
theorem position_pow_commutator {x p : Module.End ℂ D}
    (hxp : x * p - p * x = I • (1 : Module.End ℂ D)) (k : ℕ) :
    x * (x ^ k * p - p * x ^ k) = ((k : ℂ) * I) • x ^ k := by
  induction k with
  | zero => simp
  | succ n ih =>
    -- the Leibniz rule for the commutator with `p`
    have key : ∀ y : Module.End ℂ D, x * (y * x * p - p * (y * x))
        = x * y * (x * p - p * x) + x * (y * p - p * y) * x := by
      intro y
      noncomm_ring
    rw [pow_succ, key, hxp, ih, mul_smul_comm, mul_one, smul_mul_assoc,
      ← pow_succ' x n, ← pow_succ x n]
    push_cast
    module

/-- If `[x, p] = i`, then `[p², x p] = -2i p²`. -/
theorem momentum_sq_commutator {x p : Module.End ℂ D}
    (hxp : x * p - p * x = I • (1 : Module.End ℂ D)) :
    p ^ 2 * (x * p) - x * p * p ^ 2 = (-2 * I) • p ^ 2 := by
  have h : p ^ 2 * (x * p) - x * p * p ^ 2
      = -(((x * p - p * x) * p + p * (x * p - p * x)) * p) := by
    noncomm_ring
  rw [h, hxp]
  simp only [smul_mul_assoc, mul_smul_comm, one_mul, mul_one, add_mul, pow_two]
  module

/-- If `[x, p] = i`, the commutator of the Hamiltonian with `x p` is `i (k V - 2 T)`, where
`T` is the kinetic and `V` the potential energy. -/
theorem virial_commutator {x p : Module.End ℂ D}
    (hxp : x * p - p * x = I • (1 : Module.End ℂ D)) (m c : ℝ) (k : ℕ) :
    hamiltonian m c k x p * (x * p) - x * p * hamiltonian m c k x p
      = I • ((k : ℂ) • potential c k x - (2 : ℂ) • kinetic m p) := by
  have hc : x ^ k * (x * p) = x * (x ^ k * p) := by
    rw [← mul_assoc, ← mul_assoc, ← pow_succ, ← pow_succ']
  -- separate the kinetic and the potential part
  have h : hamiltonian m c k x p * (x * p) - x * p * hamiltonian m c k x p
      = ((1 / (2 * m) : ℝ) : ℂ) • (p ^ 2 * (x * p) - x * p * p ^ 2)
        + (c : ℂ) • (x * (x ^ k * p - p * x ^ k)) := by
    simp only [hamiltonian, kinetic, potential, add_mul, mul_add, smul_mul_assoc,
      mul_smul_comm, mul_sub, smul_sub, hc, mul_assoc]
    module
  rw [h, momentum_sq_commutator hxp, position_pow_commutator hxp]
  simp only [kinetic, potential]
  module

/-- Every power of a symmetric operator is symmetric. -/
theorem symmetric_pow {A : Module.End ℂ D} (hA : LinearMap.IsSymmetric A) (n : ℕ) :
    ∀ u v : D, inner ℂ ((A ^ n) u) v = inner ℂ u ((A ^ n) v) := by
  induction n with
  | zero => simp
  | succ n ih =>
    intro u v
    calc inner ℂ ((A ^ (n + 1)) u) v = inner ℂ ((A ^ n) (A u)) v := by
          rw [pow_succ, Module.End.mul_apply]
      _ = inner ℂ (A u) ((A ^ n) v) := ih _ _
      _ = inner ℂ u (A ((A ^ n) v)) := hA _ _
      _ = inner ℂ u ((A ^ (n + 1)) v) := by rw [pow_succ', Module.End.mul_apply]

/-- Hypervirial theorem: in an eigenvector of a symmetric operator `H`, the expectation value
of the commutator of `H` with any operator `G` vanishes. -/
theorem hypervirial {H : Module.End ℂ D} (hH : LinearMap.IsSymmetric H) {ψ : D} {E : ℝ}
    (hψ : H ψ = (E : ℂ) • ψ) (G : Module.End ℂ D) :
    expect (H * G - G * H) ψ = 0 := by
  simp only [expect, LinearMap.sub_apply, Module.End.mul_apply, inner_sub_right]
  rw [← hH ψ (G ψ), hψ, map_smul, inner_smul_left, inner_smul_right,
    Complex.conj_ofReal, sub_self]

/-- For symmetric `p` with `[x, p] = i` and mass `m > 0`, the mean kinetic energy in a unit
vector is a strictly positive real number. -/
theorem kinetic_pos {x p : Module.End ℂ D} (hp : LinearMap.IsSymmetric p)
    (hxp : x * p - p * x = I • (1 : Module.End ℂ D)) {m : ℝ} (hm : 0 < m)
    {ψ : D} (hn : ‖ψ‖ = 1) :
    ∃ t : ℝ, 0 < t ∧ expect (kinetic m p) ψ = (t : ℂ) := by
  -- a unit vector annihilated by `p` would contradict the commutation relation
  have hne : p ψ ≠ 0 := by
    intro h0
    have h := congrArg (fun A : Module.End ℂ D => inner ℂ ψ (A ψ)) hxp
    simp only [LinearMap.sub_apply, Module.End.mul_apply, LinearMap.smul_apply,
      Module.End.one_apply, inner_sub_right, inner_smul_right, h0, map_zero,
      inner_zero_right] at h
    rw [← hp ψ (x ψ), h0, inner_zero_left, inner_self_eq_norm_sq_to_K, hn] at h
    exact Complex.I_ne_zero (by simpa using h.symm)
  have hpos : 0 < ‖p ψ‖ := norm_pos_iff.mpr hne
  refine ⟨1 / (2 * m) * ‖p ψ‖ ^ 2, by positivity, ?_⟩
  have hs : inner ℂ (p ψ) (p ψ) = ((‖p ψ‖ ^ 2 : ℝ) : ℂ) := by
    rw [inner_self_eq_norm_sq_to_K]
    exact (Complex.ofReal_pow _ _).symm
  simp only [expect, kinetic, LinearMap.smul_apply, inner_smul_right, pow_two p,
    Module.End.mul_apply]
  rw [← hp ψ (p ψ), hs, ← Complex.ofReal_mul]

/-- Virial theorem: let `x`, `p` be symmetric with `[x, p] = i`, let `m > 0`, and let `ψ` be a
unit eigenvector of `p² / (2m) + c xᵏ` with eigenvalue `E`. Then `2⟨T⟩ = k⟨V⟩`,
`(k + 2)⟨V⟩ = 2E` and `k E > 0`. -/
theorem virial {x p : Module.End ℂ D} (hx : LinearMap.IsSymmetric x)
    (hp : LinearMap.IsSymmetric p) (hxp : x * p - p * x = I • (1 : Module.End ℂ D))
    {m c E : ℝ} (hm : 0 < m) {k : ℕ} {ψ : D} (hn : ‖ψ‖ = 1)
    (hψ : hamiltonian m c k x p ψ = (E : ℂ) • ψ) :
    2 * expect (kinetic m p) ψ = k * expect (potential c k x) ψ ∧
    ((k : ℂ) + 2) * expect (potential c k x) ψ = 2 * E ∧
    0 < (k : ℝ) * E := by
  have hH : LinearMap.IsSymmetric (hamiltonian m c k x p) := by
    intro u v
    simp only [hamiltonian, kinetic, potential, LinearMap.add_apply, LinearMap.smul_apply,
      inner_add_left, inner_add_right, inner_smul_left, inner_smul_right,
      Complex.conj_ofReal]
    rw [symmetric_pow hp 2 u v, symmetric_pow hx k u v]
  -- the hypervirial theorem for `G = x p`
  have hv : 2 * expect (kinetic m p) ψ = k * expect (potential c k x) ψ := by
    have h := hypervirial hH hψ (x * p)
    rw [virial_commutator hxp] at h
    simp only [expect, LinearMap.smul_apply, LinearMap.sub_apply, inner_smul_right,
      inner_sub_right, mul_eq_zero, Complex.I_ne_zero, false_or] at h
    unfold expect
    linear_combination (-1 : ℂ) * h
  -- the mean energy is the eigenvalue
  have hE : expect (kinetic m p) ψ + expect (potential c k x) ψ = E := by
    have h : expect (kinetic m p) ψ + expect (potential c k x) ψ
        = inner ℂ ψ (hamiltonian m c k x p ψ) := by
      simp only [expect, hamiltonian, LinearMap.add_apply, inner_add_right]
    rw [h, hψ, inner_smul_right, inner_self_eq_norm_sq_to_K, hn]
    simp
  refine ⟨hv, by linear_combination 2 * hE - hv, ?_⟩
  obtain ⟨t, ht, hT⟩ := kinetic_pos hp hxp hm hn
  have h : ((k : ℂ) + 2) * expect (kinetic m p) ψ = k * E := by
    linear_combination hv + (k : ℂ) * hE
  rw [hT] at h
  have h' : ((k : ℝ) + 2) * t = k * E := by exact_mod_cast h
  rw [← h']
  positivity

/-- Harmonic oscillator: for symmetric `x`, `p` with `[x, p] = i` and `m > 0`, the mean kinetic
and potential energies in a unit eigenvector of `p² / (2m) + c x²` are both `E / 2`. -/
theorem harmonic_equipartition {x p : Module.End ℂ D} (hx : LinearMap.IsSymmetric x)
    (hp : LinearMap.IsSymmetric p) (hxp : x * p - p * x = I • (1 : Module.End ℂ D))
    {m c E : ℝ} (hm : 0 < m) {ψ : D} (hn : ‖ψ‖ = 1)
    (hψ : hamiltonian m c 2 x p ψ = (E : ℂ) • ψ) :
    expect (kinetic m p) ψ = E / 2 ∧ expect (potential c 2 x) ψ = E / 2 := by
  obtain ⟨h1, h2, -⟩ := virial hx hp hxp hm hn hψ
  push_cast at h1 h2
  exact ⟨by linear_combination h1 / 2 + h2 / 4, by linear_combination h2 / 4⟩

/-- Constant potential: for symmetric `x`, `p` with `[x, p] = i` and `m > 0`, no unit vector is
an eigenvector of `p² / (2m) + c` with a real eigenvalue. -/
theorem no_eigenvector_constant_potential {x p : Module.End ℂ D}
    (hx : LinearMap.IsSymmetric x) (hp : LinearMap.IsSymmetric p)
    (hxp : x * p - p * x = I • (1 : Module.End ℂ D))
    {m : ℝ} (hm : 0 < m) (c E : ℝ) {ψ : D} (hn : ‖ψ‖ = 1) :
    hamiltonian m c 0 x p ψ ≠ (E : ℂ) • ψ := by
  intro hψ
  have h := (virial hx hp hxp hm hn hψ).2.2
  simp at h

end

end AlgebraicVirial
```

```lean
#print axioms AlgebraicVirial.harmonic_equipartition
#print axioms AlgebraicVirial.no_eigenvector_constant_potential
```

```
'AlgebraicVirial.harmonic_equipartition' depends on axioms: [propext, Classical.choice, Quot.sound]
'AlgebraicVirial.no_eigenvector_constant_potential' depends on axioms: [propext, Classical.choice, Quot.sound]
```

## Operators, states and units in the code

The type `D` is a complex inner product space that stands for a common domain of x and p, one that both operators map into itself. Schwartz functions, which are smooth and decay rapidly with all their derivatives, are the intended example. `D` need not be complete. Operators have type `Module.End ℂ D`, the linear maps from `D` to itself; their product is composition, so every power and commutator is defined on all of `D`.

The hypotheses `hx` and `hp` say that x and p are symmetric on `D`, which is weaker than self-adjointness on a Hilbert space. The hypothesis `hxp` is the canonical commutation relation with ħ = 1. It is the only place where quantum mechanics enters the algebra, and it is assumed, not derived from a wave-function representation.

The function `expect` is ⟨ψ, Aψ⟩ without division by ⟨ψ, ψ⟩, so it is a mean value only for unit vectors; `hn` supplies the normalisation. Its values are complex numbers, and the first two conclusions of `virial` are equations in ℂ. The third is an inequality between real numbers. The eigenvalue `E` is declared real, which loses nothing, since a symmetric operator has only real eigenvalues.

## How the lemmas combine

`position_pow_commutator` is the induction on k. Its local statement `key` is the product rule, which `noncomm_ring` verifies without letting operators change places; `module` then collects the scalar factors. `momentum_sq_commutator` rewrites [p², xp] in terms of [x, p] and inserts the value i. `virial_commutator` splits [H, xp] into its kinetic and potential parts and applies the two lemmas.

`symmetric_pow` moves the powers of a symmetric operator across the inner product one factor at a time, and `virial` uses it to show that H is symmetric. `hypervirial` is the vanishing mean of [H, G] for arbitrary G. `kinetic_pos` contains the argument by contradiction for pψ ≠ 0: it takes the mean of both sides of the commutation relation and arrives at i = 0.

In `virial`, the step `hv` is 2⟨T⟩ = k⟨V⟩ and the step `hE` is ⟨T⟩ + ⟨V⟩ = E. The tactic `linear_combination` derives the second relation from these two, and also (k + 2)⟨T⟩ = kE. That equation is carried over to the real numbers, where `positivity` settles the sign. The assumption m > 0 serves only this last part.

`harmonic_equipartition` sets k = 2 and solves for the two means. `no_eigenvector_constant_potential` sets k = 0 and obtains the contradiction 0 > 0.

## Exact for eigenvectors in D, silent about matrices

For every unit eigenvector in `D`, the three relations hold exactly, for ground and excited states alike. They need no explicit wave function and no knowledge of the spectrum.

The step left to the user is to show that the physical eigenfunction belongs to a space on which x and p act as assumed. For the Schrödinger equation this means realising x as multiplication and p as −i d/dx on Schwartz functions, and showing that the eigenfunction is one of them. Nor does `virial` say that an eigenvector exists for a given c and k; it states what must be true of one.

The theorems give no error bound. They do not say how large the defect d may be for an approximate eigenvector, or how fast it shrinks as a grid is refined, so a tolerance for d must come from elsewhere, for instance from a convergence study of the solver.
